# With shared starting vectors and local errors of norm at most $h$, the $n$th Chebyshev vector of a symmetric contraction is off by at most $h\,n(n-1)/2$

## The recursion and its local errors

Let $E$ be a real or complex inner product space and $H$ a linear operator on $E$ with two properties:

$$\langle Hu,v\rangle=\langle u,Hv\rangle,\qquad \|Hv\|\le\|v\|\qquad\text{for all }u,v\in E .$$

The first says that $H$ is symmetric, the second that it is a contraction. The physical example is a Hamiltonian that has been shifted and rescaled until its spectrum lies in $[-1,1]$.

The exact Chebyshev recursion produces vectors $\chi_n$ by

$$\chi_{n+2}=2H\chi_{n+1}-\chi_n .$$

If $\chi_1=H\chi_0$, then $\chi_n=T_n(H)\chi_0$, where $T_n$ is the $n$th Chebyshev polynomial of the first kind. A computer produces vectors $\varphi_n$ instead, with

$$\varphi_{n+2}=2H\varphi_{n+1}-\varphi_n+d_n .$$

The local error $d_n$ is the difference between the stored vector $\varphi_{n+2}$ and the exact value of $2H\varphi_{n+1}-\varphi_n$ for the stored predecessors. It collects the errors of the operator application, the subtraction and the storage. The number $h$ is a common bound, $\|d_n\|\le h$ for all $n$. It stands for the absolute accuracy of one step.

Such recursions are used to apply functions of a Hamiltonian to a vector, for instance in time propagation. For a bounded, symmetric, correctly rescaled $H$, exact starting vectors and uniformly bounded local errors, the result below limits the accumulated error in each Chebyshev vector to quadratic growth in $n$.

## The bound for operators and for numbers

If the two runs share their starting vectors, $\varphi_0=\chi_0$ and $\varphi_1=\chi_1$, then for every $n\ge 0$

$$\|\varphi_n-\chi_n\|\le h\,\frac{n(n-1)}{2}.$$

This is `chebyshev_rounding_error`. In Lean, `IsRun H d φ` says that `φ` obeys the recursion with local errors `d`, and the exact run is `IsRun H 0 χ`, with the zero sequence in place of `d`. The type `𝕜` with `RCLike 𝕜` is the real or the complex field. Symmetry is `H.IsSymmetric`, and the contraction property is the hypothesis `hc`. The index of `d` is that of the oldest vector in the step, so `d 0` first appears in `φ 2`.

The scalar case takes $E=\mathbb R$ and lets $H$ be multiplication by a number $x$ with $|x|\le1$. If $e_0=e_1=0$, $e_{n+2}=2xe_{n+1}-e_n+d_n$ and $|d_n|\le h$, then $|e_n|\le h\,n(n-1)/2$; this is `scalar_error_bound`. The theorem `computed_chebyshev_T` applies it to values $t_n$ computed from $t_0=1$ and $t_1=x$, and bounds their distance from $T_n(x)$, with Mathlib's `Chebyshev.T` as the polynomial.

The dimension of $E$ may be infinite, but $H$ is defined on all of $E$ and bounded. An unbounded Hamiltonian is therefore not covered, but a bounded symmetric discretisation of it is, once its spectrum has been rescaled into $[-1,1]$. The value of $h$ is assumed and not derived from a model of floating-point arithmetic, where the local error would depend on the size of the vectors. An error in the starting vectors, such as the one made in computing $H\chi_0$, is not included.

## A quadratic form that the exact step conserves

The difference $e_n=\varphi_n-\chi_n$ obeys, by linearity,

$$e_{n+2}=2He_{n+1}-e_n+d_n,\qquad e_0=e_1=0 .$$

For two successive vectors $u,v$ define

$$Q(u,v)=\|v-Hu\|^2+\|u\|^2-\|Hu\|^2 .$$

Expanding the first square gives

$$Q(u,v)=\|v\|^2-2\,\mathrm{Re}\langle v,Hu\rangle+\|u\|^2 .$$

An exact step replaces the pair $(u,v)$ by $(v,\,2Hv-u)$. Since $2Hv-u-Hv=Hv-u$,

$$Q(v,2Hv-u)=\|Hv-u\|^2+\|v\|^2-\|Hv\|^2=\|u\|^2-2\,\mathrm{Re}\langle Hv,u\rangle+\|v\|^2 .$$

By symmetry $\langle Hv,u\rangle=\langle v,Hu\rangle$, so the two expressions agree and $Q$ is conserved.

## Linear growth of $\sqrt Q$, quadratic growth of the error

Because $H$ is a contraction, $\|u\|^2-\|Hu\|^2\ge0$. Hence $Q(u,v)\le c^2$ with $c\ge0$ implies $\|v-Hu\|\le c$.

Now add a local error $d$ with $\|d\|\le h$ to $v$. The triangle inequality gives $\|v+d-Hu\|\le\|v-Hu\|+h$, and therefore

$$Q(u,v+d)\le Q(u,v)+2h\|v-Hu\|+h^2\le c^2+2hc+h^2=(c+h)^2 .$$

For the error sequence $Q(e_0,e_1)=0$. Suppose that $Q(e_n,e_{n+1})\le(nh)^2$. The exact part of the next step leaves this value unchanged, and the local error $d_n$ raises the bound to $((n+1)h)^2$. By induction $Q(e_n,e_{n+1})\le(nh)^2$ for all $n$, and so $\|e_{n+1}-He_n\|\le nh$. It follows that

$$\|e_{n+1}\|\le\|e_{n+1}-He_n\|+\|He_n\|\le nh+\|e_n\| .$$

Summation from $e_0=0$ yields

$$\|e_n\|\le h\sum_{k=0}^{n-1}k=h\,\frac{n(n-1)}2 .$$

## Equality at the edge of the interval

At $x=1$ with $d_n=h$ for every $n$, the scalar recursion reads

$$e_{n+2}-2e_{n+1}+e_n=h .$$

The second difference is constant. The first difference $e_{n+1}-e_n$ starts at zero and grows by $h$ per step, so it equals $nh$, and a second summation gives $e_n=h\,n(n-1)/2$. For $h\ge0$ the bound is attained at every $n$ by one and the same sequence. The factor $n(n-1)/2$ is thus the best that holds for all $|x|\le1$ and all admissible local errors.

## A rotation that exceeds the bound

For an operator that preserves norms but is not symmetric, the bound can fail. On $\mathbb R^2$ let $J$ be the rotation by $90^\circ$, $J(a,b)=(-b,a)$. It preserves norms but is not symmetric. Take $h>0$, $d_0=(h,0)$, $d_1=(0,h)$ and $d_n=0$ for $n\ge2$. Then

$$e_2=(h,0),\qquad e_3=2Je_2+d_1=(0,3h),\qquad e_4=2Je_3-e_2=(-7h,0).$$

The norm of $e_4$ is $7h$, whereas the bound at $n=4$ would be $6h$. The eigenvalues $\pm i$ of $J$ have modulus one but do not lie in the real interval $[-1,1]$.

## The file

```lean
import Mathlib

open Polynomial

namespace ChebyshevRounding

noncomputable section

variable {𝕜 E : Type*} [RCLike 𝕜] [NormedAddCommGroup E] [InnerProductSpace 𝕜 E]

/-- The sequence `φ` follows the Chebyshev recursion of the operator `H`, with the
vector `d n` added as rounding error in step `n`. -/
def IsRun (H : E →ₗ[𝕜] E) (d φ : ℕ → E) : Prop :=
  ∀ n, φ (n + 2) = (2 : 𝕜) • H (φ (n + 1)) - φ n + d n

/-- The quadratic form `‖v - H u‖² + ‖u‖² - ‖H u‖²` of two successive vectors `u`, `v`
of the recursion. -/
def invariant (H : E →ₗ[𝕜] E) (u v : E) : ℝ :=
  ‖v - H u‖ ^ 2 + (‖u‖ ^ 2 - ‖H u‖ ^ 2)

/-- An exact Chebyshev step with a symmetric operator conserves the quadratic form. -/
theorem invariant_conserved (H : E →ₗ[𝕜] E) (hH : H.IsSymmetric) (u v : E) :
    invariant H v ((2 : 𝕜) • H v - u) = invariant H u v := by
  unfold invariant
  have e1 : (2 : 𝕜) • H v - u - H v = H v - u := by module
  have a := norm_sub_sq (𝕜 := 𝕜) (H v) u
  have b := norm_sub_sq (𝕜 := 𝕜) v (H u)
  -- symmetry identifies the two cross terms
  rw [hH v u] at a
  rw [e1]
  linarith

/-- If `H` does not increase norms, a bound `c²` on the quadratic form bounds `‖v - H u‖` by `c`,
provided `c ≥ 0`. -/
theorem norm_le_of_invariant_le (H : E →ₗ[𝕜] E) (hc : ∀ v, ‖H v‖ ≤ ‖v‖)
    {u v : E} {c : ℝ} (h0 : 0 ≤ c) (hq : invariant H u v ≤ c ^ 2) :
    ‖v - H u‖ ≤ c := by
  unfold invariant at hq
  have hR := pow_le_pow_left₀ (norm_nonneg _) (hc u) 2
  by_contra hlt
  have hlt' := lt_of_not_ge hlt
  nlinarith [norm_nonneg (v - H u)]

/-- If `H` does not increase norms, a rounding error of norm at most `h` added to the second vector
raises the bound on the square root of the quadratic form from `c` to at most `c + h`. -/
theorem invariant_add_error (H : E →ₗ[𝕜] E) (hc : ∀ v, ‖H v‖ ≤ ‖v‖)
    {u v d : E} {c h : ℝ} (h0 : 0 ≤ c) (hq : invariant H u v ≤ c ^ 2) (hd : ‖d‖ ≤ h) :
    invariant H u (v + d) ≤ (c + h) ^ 2 := by
  have hw := norm_le_of_invariant_le H hc h0 hq
  have hh : 0 ≤ h := (norm_nonneg d).trans hd
  have ht : ‖v + d - H u‖ ≤ ‖v - H u‖ + h := by
    have e1 : v + d - H u = (v - H u) + d := by abel
    rw [e1]
    exact (norm_add_le _ _).trans (by linarith)
  have hsq := pow_le_pow_left₀ (norm_nonneg _) ht 2
  unfold invariant at hq ⊢
  nlinarith [mul_le_mul_of_nonneg_right hw hh]

/-- For a symmetric operator that does not increase norms, and an error sequence that starts from
two zero vectors and receives an error of norm at most `h` in each step, the square root of the
quadratic form is at most `n h` after `n` steps. -/
theorem invariant_growth (H : E →ₗ[𝕜] E) (hH : H.IsSymmetric) (hc : ∀ v, ‖H v‖ ≤ ‖v‖)
    {d e : ℕ → E} {h : ℝ} (he : IsRun H d e) (e0 : e 0 = 0) (e1 : e 1 = 0)
    (hd : ∀ n, ‖d n‖ ≤ h) (n : ℕ) :
    invariant H (e n) (e (n + 1)) ≤ ((n : ℝ) * h) ^ 2 := by
  have hh : 0 ≤ h := (norm_nonneg _).trans (hd 0)
  induction n with
  | zero => simp [invariant, e0, e1]
  | succ n ih =>
    -- exact step first, then the rounding error
    rw [← invariant_conserved H hH] at ih
    have hk := invariant_add_error H hc (by positivity) ih (hd n)
    rw [← he n] at hk
    have hcast : ((n + 1 : ℕ) : ℝ) * h = (n : ℝ) * h + h := by
      push_cast
      ring
    rw [hcast]
    exact hk

/-- For a symmetric operator that does not increase norms, an error sequence that starts from two
zero vectors and receives an error of norm at most `h` in each step has norm at most `h n (n - 1) /
2`. -/
theorem error_bound (H : E →ₗ[𝕜] E) (hH : H.IsSymmetric) (hc : ∀ v, ‖H v‖ ≤ ‖v‖)
    {d e : ℕ → E} {h : ℝ} (he : IsRun H d e) (e0 : e 0 = 0) (e1 : e 1 = 0)
    (hd : ∀ n, ‖d n‖ ≤ h) (n : ℕ) :
    ‖e n‖ ≤ h * ((n : ℝ) * (n - 1) / 2) := by
  have hh : 0 ≤ h := (norm_nonneg _).trans (hd 0)
  induction n with
  | zero => simp [e0]
  | succ n ih =>
    have hg := norm_le_of_invariant_le H hc (by positivity)
      (invariant_growth H hH hc he e0 e1 hd n)
    -- the norm grows by at most `n h` in this step
    have ht := norm_add_le (e (n + 1) - H (e n)) (H (e n))
    rw [sub_add_cancel] at ht
    have hn := hc (e n)
    push_cast
    linarith

/-- **Rounding error of the Chebyshev recursion.** For a symmetric operator that does not increase
norms, the computed and the exact vectors with the same two starting vectors differ by at most `h n
(n - 1) / 2` in norm if every local error has norm at most `h`. -/
theorem chebyshev_rounding_error (H : E →ₗ[𝕜] E) (hH : H.IsSymmetric)
    (hc : ∀ v, ‖H v‖ ≤ ‖v‖) {d φ χ : ℕ → E} {h : ℝ}
    (hφ : IsRun H d φ) (hχ : IsRun H 0 χ) (h0 : φ 0 = χ 0) (h1 : φ 1 = χ 1)
    (hd : ∀ n, ‖d n‖ ≤ h) (n : ℕ) :
    ‖φ n - χ n‖ ≤ h * ((n : ℝ) * (n - 1) / 2) := by
  -- by linearity the difference obeys the recursion driven by the rounding errors
  have he : IsRun H d (fun k => φ k - χ k) := by
    intro k
    show φ (k + 2) - χ (k + 2)
      = (2 : 𝕜) • H (φ (k + 1) - χ (k + 1)) - (φ k - χ k) + d k
    rw [hφ k, hχ k, map_sub, Pi.zero_apply]
    module
  exact error_bound H hH hc he (sub_eq_zero.mpr h0) (sub_eq_zero.mpr h1) hd n

/-- Multiplication by a real number `x` with `|x| ≤ 1` is a symmetric operator on the
real line that does not increase norms. -/
theorem multiplication_witness {x : ℝ} (hx : |x| ≤ 1) :
    (x • (LinearMap.id : ℝ →ₗ[ℝ] ℝ)).IsSymmetric ∧
      ∀ v, ‖(x • (LinearMap.id : ℝ →ₗ[ℝ] ℝ)) v‖ ≤ ‖v‖ := by
  constructor
  · intro u v
    show inner ℝ (x • u) v = inner ℝ u (x • v)
    rw [real_inner_smul_left, real_inner_smul_right]
  · intro v
    show ‖x • v‖ ≤ ‖v‖
    rw [norm_smul]
    exact mul_le_of_le_one_left (norm_nonneg v) (by rwa [Real.norm_eq_abs])

/-- The scalar error recursion at a point `x` of `[-1, 1]`, started from two zeros and with local
errors of absolute value at most `h`, stays within `h n (n - 1) / 2`. -/
theorem scalar_error_bound {x h : ℝ} (hx : |x| ≤ 1) {d e : ℕ → ℝ}
    (e0 : e 0 = 0) (e1 : e 1 = 0)
    (he : ∀ n, e (n + 2) = 2 * x * e (n + 1) - e n + d n)
    (hd : ∀ n, |d n| ≤ h) (n : ℕ) :
    |e n| ≤ h * ((n : ℝ) * (n - 1) / 2) := by
  obtain ⟨hS, hC⟩ := multiplication_witness hx
  have hrun : IsRun (x • (LinearMap.id : ℝ →ₗ[ℝ] ℝ)) d e := by
    intro k
    show e (k + 2) = 2 * (x * e (k + 1)) - e k + d k
    rw [he k]
    ring
  have hb := error_bound _ hS hC hrun e0 e1
    (fun k => by rw [Real.norm_eq_abs]; exact hd k) n
  rwa [Real.norm_eq_abs] at hb

/-- Values `t n` computed by the three-term recursion from `1` and `x`, with an error of absolute
value at most `h` in each step, differ from the Chebyshev polynomials `T_n(x)` by at most `h n (n -
1) / 2` on `[-1, 1]`. -/
theorem computed_chebyshev_T {x h : ℝ} (hx : |x| ≤ 1) {d t : ℕ → ℝ}
    (t0 : t 0 = 1) (t1 : t 1 = x)
    (ht : ∀ n, t (n + 2) = 2 * x * t (n + 1) - t n + d n)
    (hd : ∀ n, |d n| ≤ h) (n : ℕ) :
    |t n - (Chebyshev.T ℝ (n : ℤ)).eval x| ≤ h * ((n : ℝ) * (n - 1) / 2) := by
  refine scalar_error_bound (e := fun k => t k - (Chebyshev.T ℝ (k : ℤ)).eval x)
    hx (by simp [t0]) (by simp [t1]) (fun k => ?_) hd n
  have hT := congrArg (Polynomial.eval x) (Chebyshev.T_add_two ℝ (k : ℤ))
  simp only [eval_sub, eval_mul, eval_X, eval_ofNat] at hT
  have hk := ht k
  push_cast
  linarith

/-- At `x = 1`, started from two zeros and with the same error `h` in every step, the accumulated
error equals `h n (n - 1) / 2`. -/
theorem error_attained_at_one {h : ℝ} {e : ℕ → ℝ} (e0 : e 0 = 0) (e1 : e 1 = 0)
    (he : ∀ n, e (n + 2) = 2 * 1 * e (n + 1) - e n + h) (n : ℕ) :
    e n = h * ((n : ℝ) * (n - 1) / 2) := by
  -- induction on two neighbouring members of the sequence
  have key : ∀ k : ℕ, e k = h * ((k : ℝ) * (k - 1) / 2) ∧
      e (k + 1) = h * (((k : ℝ) + 1) * k / 2) := by
    intro k
    induction k with
    | zero => simp [e0, e1]
    | succ k ih =>
      obtain ⟨ha, hb⟩ := ih
      have hk := he k
      rw [ha, hb] at hk
      constructor
      · rw [hb]
        push_cast
        ring
      · rw [show k + 1 + 1 = k + 2 from rfl, hk]
        push_cast
        ring
  exact (key n).1

end

end ChebyshevRounding
```

```lean
#print axioms ChebyshevRounding.chebyshev_rounding_error
-- 'ChebyshevRounding.chebyshev_rounding_error' depends on axioms: [propext, Classical.choice, Quot.sound]
#print axioms ChebyshevRounding.computed_chebyshev_T
-- 'ChebyshevRounding.computed_chebyshev_T' depends on axioms: [propext, Classical.choice, Quot.sound]
#print axioms ChebyshevRounding.error_attained_at_one
-- 'ChebyshevRounding.error_attained_at_one' depends on axioms: [propext, Classical.choice, Quot.sound]
```

## How the lemmas follow the derivation

The form $Q$ is called `invariant`, and `invariant_conserved` is its conservation under an exact step.

The lemma `norm_le_of_invariant_le` extracts $\|v-Hu\|\le c$. It squares the contraction inequality and argues by contradiction: if $\|v-Hu\|$ exceeded $c\ge0$, its square would exceed $c^2$, which `nlinarith` finds incompatible with the bound on $Q$.

The lemma `invariant_add_error` treats the local error. It squares the triangle inequality `ht` and gives `nlinarith` the product $\|v-Hu\|\,h\le c\,h$, which is what the mixed term of $(c+h)^2$ requires.

In `invariant_growth` the induction step has the same two stages as the derivation. Rewriting the induction hypothesis backwards with `invariant_conserved` turns a bound for the pair $(e_n,e_{n+1})$ into one for the pair after the exact step. Then `invariant_add_error` adds $d_n$, and the recursion `he n` identifies the result as $e_{n+2}$.

The theorem `error_bound` carries out the summation as an induction. Splitting $e_{n+1}$ into $e_{n+1}-He_n$ and $He_n$ gives an increment of at most $nh$, and `linarith` checks that this takes $h\,n(n-1)/2$ to $h\,(n+1)n/2$. The main theorem `chebyshev_rounding_error` only has to show that $\varphi_n-\chi_n$ is an error sequence of this kind. The tactic `module` does the vector algebra once `map_sub` has used the linearity of $H$.

For the scalar results, `multiplication_witness` verifies that multiplication by $x$ is symmetric and a contraction on $\mathbb R$. The proof of `computed_chebyshev_T` evaluates Mathlib's polynomial identity `Chebyshev.T_add_two` at $x$ and subtracts it from the computed recursion.

The equality case, `error_attained_at_one`, is proved separately by induction. Since the recursion reaches back two steps, the induction carries the closed formula for $e_k$ and $e_{k+1}$ together, where the derivation above summed differences twice.

## The cross term in `norm_sub_sq`

The argument turns on conservation of $Q$, and its Lean proof turns on the Mathlib lemma `norm_sub_sq`. For vectors $a,b$ it states

$$\|a-b\|^2=\|a\|^2-2\,\mathrm{Re}\langle a,b\rangle+\|b\|^2$$

over the real and the complex field at once. The proof uses it twice, for $\|Hv-u\|^2$ and for $\|v-Hu\|^2$. The field is passed explicitly as `(𝕜 := 𝕜)`, because the vectors alone do not determine over which field the inner product is taken.

The two expansions contain the cross terms $\mathrm{Re}\langle Hv,u\rangle$ and $\mathrm{Re}\langle v,Hu\rangle$. To `linarith` these are two unrelated real numbers. The command `rw [hH v u] at a` applies symmetry and replaces the first inner product by the second. Both expansions then contain the same unknown, it cancels, and what remains is a linear identity between squared norms. This rewrite is the only place where the chain of lemmas uses the symmetry of $H$; the later ones just pass the hypothesis on.
